# A Norm Bound from Weighted Row and Column Sums

Density-matrix purification with linear scaling keeps matrices sparse by discarding small elements. Let $E$ hold the discarded elements in a finite orthonormal basis of local orbitals. How much can dropping $E$ change the product of the matrix with a vector $v$ of orbital coefficients? Absolute row and column sums are cheap to compute, but one highly connected orbital can make the resulting estimate much too large. Weighting the orbitals can reduce this effect.

## From weighted sums to the Euclidean norm

Let $p_i$ be row weights and $q_j>0$ column weights. Suppose that, with $a\ge 0$,

$$\sum_j |E_{ij}|q_j\le a p_i,\qquad \sum_i |E_{ij}|p_i\le b q_j .$$

Then $\|Ev\|^2\le ab\|v\|^2$ for every $v$. This is the Schur test for finite matrices. For a square $E$, one may take $p=q=w$ with positive weights $w_i$.

The triangle inequality gives $|(Ev)_i|\le\sum_j|E_{ij}||v_j|$. Write each term as $\sqrt{|E_{ij}|q_j}\,\sqrt{|E_{ij}|/q_j}\,|v_j|$. By Cauchy–Schwarz and the row condition,

$$|(Ev)_i|^2\le \Big(\sum_j|E_{ij}|q_j\Big)\sum_j\frac{|E_{ij}||v_j|^2}{q_j}\le a p_i\sum_j\frac{|E_{ij}||v_j|^2}{q_j}.$$

Sum over $i$, exchange the sums and use the column condition:

$$\|Ev\|^2\le a\sum_j\frac{|v_j|^2}{q_j}\sum_i|E_{ij}|p_i\le a\sum_j\frac{|v_j|^2}{q_j}\,b q_j=ab\|v\|^2 .$$

For square $E$, a further Cauchy–Schwarz step gives $|v^\dagger Ev|^2\le\|v\|^2\|Ev\|^2\le ab\|v\|^4$. If $Ev=\mu v$ with $v\ne0$, then $|\mu|^2\|v\|^2\le ab\|v\|^2$, so $|\mu|^2\le ab$.

To evaluate the bound during a truncation step, a program can choose positive weights $w_i$ and add $|E_{ij}|w_j$ to a running sum for row $i$ whenever it drops an element. The largest ratio of such a sum to $w_i$ can serve as $a$. If $E$ is Hermitian, the column sums give the same number, so $b=a$ and the truncation changes $v^\dagger Pv$, where $P$ is the matrix being truncated, by at most $a$ for any normalised $v$.

## Vectors, norms and weights in Lean

```lean
import Mathlib

open Matrix

namespace WeightedNormBounds

noncomputable section

variable {m n : Type*} [Fintype m] [Fintype n]
```

The finite index types `m` and `n` label rows and columns, so $E$ may be rectangular.

```lean
/-- The squared Euclidean norm of a complex coefficient vector. -/
def sqNorm (v : n → ℂ) : ℝ := ∑ i, ‖v i‖ ^ 2
```

`sqNorm` is the squared norm, without a root. In an orthonormal basis it equals the squared norm of the state with these coefficients; with overlapping atomic orbitals, the overlap matrix would enter. That identification is made outside Lean.

```lean
/-- The weighted absolute row sums of `E` are at most `a` times the row weights `p`, and the
weighted absolute column sums are at most `b` times the column weights `q`. -/
def WeightedBounds (E : Matrix m n ℂ) (p : m → ℝ) (q : n → ℝ) (a b : ℝ) : Prop :=
  (∀ i, ∑ j, ‖E i j‖ * q j ≤ a * p i) ∧ (∀ j, ∑ i, ‖E i j‖ * p i ≤ b * q j)
```

The letters `p` and `q` denote weights, not momentum and position. The predicate contains only the two families of inequalities; positivity of `q` and the sign of `a` are separate hypotheses.

## The bound and its consequences

```lean
omit [Fintype m] in
/-- For positive column weights `q`, `|(E v) i|²` is at most the weighted absolute sum of row `i` of
`E` times the sum over `j` of `|E i j| |v j|² / q j`. -/
theorem component_bound (E : Matrix m n ℂ) (q : n → ℝ) (hq : ∀ j, 0 < q j)
    (v : n → ℂ) (i : m) :
    ‖(E *ᵥ v) i‖ ^ 2 ≤
      (∑ j, ‖E i j‖ * q j) * ∑ j, ‖E i j‖ * (‖v j‖ ^ 2 / q j) := by
  have h1 : ‖(E *ᵥ v) i‖ ≤ ∑ j, ‖E i j‖ * ‖v j‖ := by
    calc ‖(E *ᵥ v) i‖ = ‖∑ j, E i j * v j‖ := rfl
      _ ≤ ∑ j, ‖E i j * v j‖ := norm_sum_le _ _
      _ = ∑ j, ‖E i j‖ * ‖v j‖ := by simp only [norm_mul]
  -- Cauchy-Schwarz, with the weight split between the two factors
  refine (pow_le_pow_left₀ (norm_nonneg _) h1 2).trans ?_
  apply Finset.sum_sq_le_sum_mul_sum_of_sq_le_mul
  · intro j _
    exact mul_nonneg (norm_nonneg _) (hq j).le
  · intro j _
    exact mul_nonneg (norm_nonneg _) (div_nonneg (sq_nonneg _) (hq j).le)
  · intro j _
    refine le_of_eq ?_
    have := (hq j).ne'
    field_simp
```

Here `h1` is the triangle inequality. The Cauchy–Schwarz lemma then asks for two nonnegative factors whose product is at least $(|E_{ij}||v_j|)^2$. Here the two sides are equal, which `field_simp` verifies by cancelling $q_j$.

```lean
/-- Weighted Schur test: if the weighted row and column sums of `E` are bounded with constants
`a ≥ 0` and `b`, and the column weights are positive, then `‖E v‖² ≤ a b ‖v‖²` for every `v`. -/
theorem schur_test {E : Matrix m n ℂ} {p : m → ℝ} {q : n → ℝ} {a b : ℝ}
    (hq : ∀ j, 0 < q j) (ha : 0 ≤ a) (h : WeightedBounds E p q a b) (v : n → ℂ) :
    sqNorm (E *ᵥ v) ≤ a * b * sqNorm v := by
  have hv : ∀ j, 0 ≤ ‖v j‖ ^ 2 / q j := fun j => div_nonneg (sq_nonneg _) (hq j).le
  calc sqNorm (E *ᵥ v)
      ≤ ∑ i, a * p i * ∑ j, ‖E i j‖ * (‖v j‖ ^ 2 / q j) := by
        refine Finset.sum_le_sum fun i _ => (component_bound E q hq v i).trans ?_
        exact mul_le_mul_of_nonneg_right (h.1 i)
          (Finset.sum_nonneg fun j _ => mul_nonneg (norm_nonneg _) (hv j))
    -- exchange the sums, so that the column sums appear
    _ = a * ∑ j, ‖v j‖ ^ 2 / q j * ∑ i, ‖E i j‖ * p i := by
        simp only [Finset.mul_sum]
        rw [Finset.sum_comm]
        refine Finset.sum_congr rfl fun j _ => Finset.sum_congr rfl fun i _ => ?_
        ring
    _ ≤ a * ∑ j, ‖v j‖ ^ 2 / q j * (b * q j) := by
        refine mul_le_mul_of_nonneg_left (Finset.sum_le_sum fun j _ => ?_) ha
        exact mul_le_mul_of_nonneg_left (h.2 j) (hv j)
    _ = a * b * sqNorm v := by
        rw [sqNorm, mul_assoc, Finset.mul_sum (a := b)]
        congr 1
        refine Finset.sum_congr rfl fun j _ => ?_
        have := (hq j).ne'
        field_simp
```

The `calc` chain follows the derivation: row condition, exchange by `Finset.sum_comm`, column condition, cancellation of the weights. The hypothesis `ha` enters when the column estimate is multiplied by $a$.

```lean
/-- Under the weighted bounds with positive column weights and `a ≥ 0`, every vector `v`, normalised
or not, satisfies `|v† E v|² ≤ a b ‖v‖⁴`. -/
theorem expectation_bound {E : Matrix n n ℂ} {p q : n → ℝ} {a b : ℝ}
    (hq : ∀ j, 0 < q j) (ha : 0 ≤ a) (h : WeightedBounds E p q a b) (v : n → ℂ) :
    ‖star v ⬝ᵥ (E *ᵥ v)‖ ^ 2 ≤ a * b * sqNorm v ^ 2 := by
  have h1 : ‖star v ⬝ᵥ (E *ᵥ v)‖ ≤ ∑ i, ‖v i‖ * ‖(E *ᵥ v) i‖ := by
    refine (norm_sum_le _ _).trans (le_of_eq ?_)
    refine Finset.sum_congr rfl fun i _ => ?_
    rw [norm_mul, Pi.star_apply, norm_star]
  have h0 : 0 ≤ sqNorm v := Finset.sum_nonneg fun i _ => sq_nonneg _
  calc ‖star v ⬝ᵥ (E *ᵥ v)‖ ^ 2
      ≤ (∑ i, ‖v i‖ * ‖(E *ᵥ v) i‖) ^ 2 := pow_le_pow_left₀ (norm_nonneg _) h1 2
    _ ≤ sqNorm v * sqNorm (E *ᵥ v) := Finset.sum_mul_sq_le_sq_mul_sq _ _ _
    _ ≤ sqNorm v * (a * b * sqNorm v) :=
        mul_le_mul_of_nonneg_left (schur_test hq ha h v) h0
    _ = a * b * sqNorm v ^ 2 := by ring
```

The expression `star v ⬝ᵥ (E *ᵥ v)` is $v^\dagger Ev$. Since `v` need not be normalised, the fourth power of its norm appears; for a normalised state the bound is $ab$.

```lean
/-- Under the weighted bounds with positive column weights and `a ≥ 0`, every eigenvalue `μ` of
`E` satisfies `|μ|² ≤ a b`. -/
theorem eigenvalue_bound {E : Matrix n n ℂ} {p q : n → ℝ} {a b : ℝ}
    (hq : ∀ j, 0 < q j) (ha : 0 ≤ a) (h : WeightedBounds E p q a b)
    {μ : ℂ} {v : n → ℂ} (hv : v ≠ 0) (hE : E *ᵥ v = μ • v) :
    ‖μ‖ ^ 2 ≤ a * b := by
  have hpos : 0 < sqNorm v := by
    obtain ⟨i, hi⟩ := Function.ne_iff.mp hv
    exact Finset.sum_pos' (fun j _ => sq_nonneg _)
      ⟨i, Finset.mem_univ i, pow_pos (norm_pos_iff.mpr hi) 2⟩
  have hs : sqNorm (μ • v) = ‖μ‖ ^ 2 * sqNorm v := by
    simp only [sqNorm, Pi.smul_apply, smul_eq_mul, norm_mul, mul_pow, Finset.mul_sum]
  have hb := schur_test hq ha h v
  rw [hE, hs] at hb
  exact le_of_mul_le_mul_right hb hpos
```

A nonzero component of `v` makes `sqNorm v` positive, which permits the final division.

## Equality for nonnegative matrices

Let $M$ be real with nonnegative entries, and let both weighted conditions be equalities. Then $(Mq)_i=ap_i$, and

$$\|Mq\|^2=\sum_i ap_i\sum_jM_{ij}q_j=a\sum_jq_j\sum_iM_{ij}p_i=ab\|q\|^2 .$$

```lean
/-- Sharpness: if a real matrix `M` has nonnegative entries and its weighted row and column sums
equal `a p` and `b q`, then it meets the weighted bounds and `‖M q‖² = a b ‖q‖²`. -/
theorem schur_test_sharp (M : Matrix m n ℝ) (p : m → ℝ) (q : n → ℝ) (a b : ℝ)
    (hM : ∀ i j, 0 ≤ M i j) (hrow : ∀ i, ∑ j, M i j * q j = a * p i)
    (hcol : ∀ j, ∑ i, M i j * p i = b * q j) :
    WeightedBounds (M.map Complex.ofReal) p q a b ∧
      sqNorm (M.map Complex.ofReal *ᵥ fun j => (q j : ℂ)) =
        a * b * sqNorm (fun j => (q j : ℂ)) := by
  have hn : ∀ i j, ‖(M.map Complex.ofReal) i j‖ = M i j := fun i j => by
    rw [Matrix.map_apply, Complex.norm_real, Real.norm_of_nonneg (hM i j)]
  refine ⟨⟨fun i => ?_, fun j => ?_⟩, ?_⟩
  · simp only [hn]
    exact (hrow i).le
  · simp only [hn]
    exact (hcol j).le
  · have hc : ∀ i, (M.map Complex.ofReal *ᵥ fun j => (q j : ℂ)) i = ((a * p i : ℝ) : ℂ) := by
      intro i
      rw [← hrow i, Complex.ofReal_sum]
      refine Finset.sum_congr rfl fun j _ => ?_
      exact (Complex.ofReal_mul (M i j) (q j)).symm
    simp only [sqNorm, hc, Complex.norm_real, Real.norm_eq_abs, sq_abs]
    -- use the row relation once, exchange the sums, then use the column relation
    calc ∑ i, (a * p i) ^ 2 = ∑ i, a * p i * ∑ j, M i j * q j :=
          Finset.sum_congr rfl fun i _ => by rw [hrow i]; ring
      _ = ∑ j, a * q j * ∑ i, M i j * p i := by
          simp only [Finset.mul_sum]
          rw [Finset.sum_comm]
          refine Finset.sum_congr rfl fun j _ => Finset.sum_congr rfl fun i _ => ?_
          ring
      _ = a * b * ∑ j, q j ^ 2 := by
          rw [Finset.mul_sum]
          exact Finset.sum_congr rfl fun j _ => by rw [hcol j]; ring
```

`M.map Complex.ofReal` regards $M$ as a complex matrix. The last `calc` block is the displayed computation. The theorem does not assume $q_j>0$ or $a\ge0$; when both hold, the Schur test applies and the vector $q$ attains its bound.

## A hub coupled to outer sites

Let one hub site couple with amplitude $t$ to $N$ outer sites.

```lean
/-- A hub site (`none`) coupled with amplitude `t` to `N` outer sites, which are not coupled to
each other. -/
def hubCoupling (N : ℕ) (t : ℂ) : Matrix (Option (Fin N)) (Option (Fin N)) ℂ :=
  Matrix.of fun i j => match i, j with
    | none, none => 0
    | none, some _ => t
    | some _, none => star t
    | some _, some _ => 0
```

The hub is `none`, and the outer sites are `some k`. The conjugate amplitude makes the matrix Hermitian.

```lean
/-- Weight `√N` on the hub and weight `1` on each outer site. -/
def hubWeight (N : ℕ) : Option (Fin N) → ℝ
  | none => √(N : ℝ)
  | some _ => 1
```

The hub's weighted sum is $N|t|=(\sqrt N|t|)\sqrt N$, and each outer site's is $|t|\sqrt N=(\sqrt N|t|)\cdot1$. Hence $a=b=\sqrt N|t|$.

```lean
/-- With the hub weights, the hub coupling meets the weighted bounds with `a = b = √N |t|`. -/
theorem hub_weightedBounds_witness (N : ℕ) (t : ℂ) :
    WeightedBounds (hubCoupling N t) (hubWeight N) (hubWeight N)
      (√(N : ℝ) * ‖t‖) (√(N : ℝ) * ‖t‖) := by
  have hs : √(N : ℝ) * √(N : ℝ) = N := Real.mul_self_sqrt (Nat.cast_nonneg N)
  refine ⟨fun i => le_of_eq ?_, fun i => le_of_eq ?_⟩ <;> rcases i with _ | k <;>
    simp only [Fintype.sum_option, hubCoupling, hubWeight, Matrix.of_apply, norm_zero,
      norm_star, zero_mul, zero_add, add_zero, Finset.sum_const_zero, mul_one,
      Finset.sum_const, Finset.card_univ, Fintype.card_fin, nsmul_eq_mul]
  · linear_combination (-‖t‖) * hs
  · ring
  · linear_combination (-‖t‖) * hs
  · ring
```

The proof checks these two identities for rows and for columns, using $\sqrt N\sqrt N=N$.

```lean
/-- The hub coupling satisfies `‖E v‖² ≤ N |t|² ‖v‖²` for every `v`, and the state localised on
the hub attains equality. -/
theorem hub_norm_bound (N : ℕ) (t : ℂ) :
    (∀ v, sqNorm (hubCoupling N t *ᵥ v) ≤ N * ‖t‖ ^ 2 * sqNorm v) ∧
      sqNorm (hubCoupling N t *ᵥ Pi.single none 1) =
        N * ‖t‖ ^ 2 * sqNorm (Pi.single (none : Option (Fin N)) (1 : ℂ)) := by
  constructor
  · intro v
    rcases Nat.eq_zero_or_pos N with rfl | hN
    · -- without outer sites the coupling matrix vanishes
      have h0 : hubCoupling 0 t = 0 := by
        ext i j
        rcases i with _ | k
        · rcases j with _ | l
          · rfl
          · exact l.elim0
        · exact k.elim0
      rw [h0, Matrix.zero_mulVec]
      simp [sqNorm]
    · have hN' : (0 : ℝ) < N := Nat.cast_pos.mpr hN
      have hw : ∀ i, 0 < hubWeight N i := by
        rintro (_ | k)
        · exact Real.sqrt_pos.mpr hN'
        · exact one_pos
      have hb := schur_test hw (by positivity) (hub_weightedBounds_witness N t) v
      have hc : √(N : ℝ) * ‖t‖ * (√(N : ℝ) * ‖t‖) = N * ‖t‖ ^ 2 := by
        linear_combination ‖t‖ ^ 2 * Real.mul_self_sqrt hN'.le
      rwa [hc] at hb
  · simp [sqNorm, hubCoupling, Matrix.mulVec, dotProduct, Fintype.sum_option, Pi.single_apply]

end

end WeightedNormBounds
```

For $N\ge1$, `schur_test` gives the factor $N|t|^2$, whereas unit weights would give $N^2|t|^2$. For $N=0$ the hub weight vanishes, so the proof uses $E=0$ directly. A state localised on the hub is sent to amplitude $t^*$ on every outer site, with squared norm $N|t|^2$, so the bound is attained.

The smallest coupled case, $N=1$, is a two-site dimer. Both weights are then 1, and the bound $|t|$ on $|\mu|$ is met by its eigenvalues $\pm|t|$.

```lean
#print axioms WeightedNormBounds.expectation_bound
#print axioms WeightedNormBounds.eigenvalue_bound
#print axioms WeightedNormBounds.schur_test_sharp
#print axioms WeightedNormBounds.hub_norm_bound
```

```
'WeightedNormBounds.expectation_bound' depends on axioms: [propext, Classical.choice, Quot.sound]
'WeightedNormBounds.eigenvalue_bound' depends on axioms: [propext, Classical.choice, Quot.sound]
'WeightedNormBounds.schur_test_sharp' depends on axioms: [propext, Classical.choice, Quot.sound]
'WeightedNormBounds.hub_norm_bound' depends on axioms: [propext, Classical.choice, Quot.sound]
```
